# Midpoints of equal panels minimise the worst quartic error factor in an energy window

A single energy parameter \(E\) cannot be closer than \(W/2\) to both ends of the window \([0,W]\), so \((x-E)^4\) reaches at least \((W/2)^4\) somewhere in it, and \(E=W/2\) attains this bound. With \(k\) parameters the \(k+1\) edges of \(k\) equal panels take over the role of the two ends, and the bound becomes \((W/(2k))^4\).

```lean
import Mathlib

open Set

namespace LAPWEnergyWindows

noncomputable section

/-- The quartic error factor at energy `x`: the smallest of `(x - E i) ^ 4` over the
`k ≥ 1` energy parameters `E i`. -/
def quarticError {k : ℕ} [NeZero k] (E : Fin k → ℝ) (x : ℝ) : ℝ :=
  Finset.univ.inf' (Finset.univ_nonempty_iff.mpr ⟨0⟩) (fun i => (x - E i) ^ 4)

/-- The values that the maximal quartic error over the window `[a, a + W]` takes
as the `k ≥ 1` energy parameters vary. -/
def worstErrors (a W : ℝ) (k : ℕ) [NeZero k] : Set ℝ :=
  {M | ∃ E : Fin k → ℝ, IsGreatest (quarticError E '' Icc a (a + W)) M}

/-- The midpoint of panel `i` when the window `[a, a + W]` is cut into `k ≥ 1` equal panels. -/
def panelMidpoint (a W : ℝ) (k : ℕ) (i : Fin k) : ℝ :=
  a + (((i : ℕ) : ℝ) + 1 / 2) * (W / k)

/-- For `δ ≥ 0`, the quartic error at `x` is at most `δ ^ 4` exactly when some energy
parameter lies within `δ` of `x`. -/
theorem quarticError_le_iff {k : ℕ} [NeZero k] (E : Fin k → ℝ) (x : ℝ) {δ : ℝ}
    (hδ : 0 ≤ δ) : quarticError E x ≤ δ ^ 4 ↔ ∃ i, |x - E i| ≤ δ := by
  have h4 : ∀ i, (x - E i) ^ 4 ≤ δ ^ 4 ↔ |x - E i| ≤ δ := by
    intro i
    rw [← Even.pow_abs (by decide : Even 4) (x - E i)]
    exact pow_le_pow_iff_left₀ (abs_nonneg _) hδ (by norm_num)
  unfold quarticError
  rw [Finset.inf'_le_iff]
  constructor
  · rintro ⟨i, _, h⟩
    exact ⟨i, (h4 i).mp h⟩
  · rintro ⟨i, h⟩
    exact ⟨i, Finset.mem_univ i, (h4 i).mpr h⟩

/-- For every choice of energy parameters the quartic error attains a maximum on a window
of width `W ≥ 0`. -/
theorem exists_worst_error {k : ℕ} [NeZero k] (E : Fin k → ℝ) (a : ℝ) {W : ℝ}
    (hW : 0 ≤ W) : ∃ M, IsGreatest (quarticError E '' Icc a (a + W)) M := by
  have hc : Continuous (quarticError E) := by
    unfold quarticError
    exact Continuous.finset_inf'_apply _ (fun i _ => by fun_prop)
  exact (isCompact_Icc.image hc).exists_isGreatest
    ((nonempty_Icc.mpr (by linarith)).image _)

/-- Whatever the `k ≥ 1` energy parameters, a window of width `W ≥ 0` contains an energy
at distance at least `W / (2 k)` from all of them. -/
theorem exists_far_energy {k : ℕ} [NeZero k] (E : Fin k → ℝ) (a : ℝ) {W : ℝ}
    (hW : 0 ≤ W) : ∃ x ∈ Icc a (a + W), ∀ i, W / (2 * k) ≤ |x - E i| := by
  by_contra! hcon
  have hk : (k : ℝ) ≠ 0 := Nat.cast_ne_zero.mpr (NeZero.ne k)
  have hh : 0 ≤ W / k := div_nonneg hW (Nat.cast_nonneg k)
  have hkW : (k : ℝ) * (W / k) = W := by field_simp
  have e : W / (2 * k) = W / k / 2 := by ring
  -- each of the k + 1 panel edges would have a parameter closer than half a panel
  have hp : ∀ j : Fin (k + 1), ∃ i,
      |a + ((j : ℕ) : ℝ) * (W / k) - E i| < W / (2 * k) := by
    intro j
    apply hcon
    have hj : ((j : ℕ) : ℝ) ≤ k := by exact_mod_cast Nat.lt_succ_iff.mp j.isLt
    have h0 : 0 ≤ ((j : ℕ) : ℝ) * (W / k) := mul_nonneg (Nat.cast_nonneg _) hh
    have h1 := mul_le_mul_of_nonneg_right hj hh
    rw [hkW] at h1
    exact ⟨by linarith, by linarith⟩
  choose f hf using hp
  -- two different edges cannot share a parameter
  have key : ∀ j l : Fin (k + 1), j < l → f j = f l → False := by
    intro j l hlt hjl
    have h1 := abs_lt.mp (hf j)
    have h2 := abs_lt.mp (hf l)
    rw [hjl, e] at h1
    rw [e] at h2
    have hn : (j : ℕ) + 1 ≤ (l : ℕ) := hlt
    have hr : ((j : ℕ) : ℝ) + 1 ≤ ((l : ℕ) : ℝ) := by exact_mod_cast hn
    have h3 := mul_le_mul_of_nonneg_right hr hh
    linarith [h1.1, h2.2]
  -- but there are more edges than parameters
  obtain ⟨j, l, hne, hjl⟩ := Fintype.exists_ne_map_eq_of_card_lt f (by simp)
  rcases lt_or_gt_of_ne hne with h | h
  · exact key j l h hjl
  · exact key l j h hjl.symm

/-- An energy in a row of `n + 1` adjacent panels of width `h` starting at `a` lies within
`h / 2` of the midpoint of one of them. -/
theorem near_midpoint_of_row (a h x : ℝ) (hx : a ≤ x) (n : ℕ)
    (hn : x ≤ a + ((n : ℝ) + 1) * h) :
    ∃ i : ℕ, i < n + 1 ∧ |x - (a + ((i : ℝ) + 1 / 2) * h)| ≤ h / 2 := by
  induction n with
  | zero =>
    refine ⟨0, by omega, ?_⟩
    push_cast at hn ⊢
    rw [abs_le]
    constructor <;> linarith
  | succ n ih =>
    by_cases h1 : x ≤ a + ((n : ℝ) + 1) * h
    · obtain ⟨i, hi, hd⟩ := ih h1
      exact ⟨i, by omega, hd⟩
    · -- the energy lies in the last panel
      refine ⟨n + 1, by omega, ?_⟩
      push_cast at hn ⊢
      rw [abs_le]
      constructor <;> linarith

/-- Every energy in the window `[a, a + W]` lies within `W / (2 k)` of the midpoint of one
of the `k ≥ 1` equal panels. -/
theorem midpoints_cover (a W : ℝ) (k : ℕ) [NeZero k] {x : ℝ} (hx : x ∈ Icc a (a + W)) :
    ∃ i, |x - panelMidpoint a W k i| ≤ W / (2 * k) := by
  have hk : (k : ℝ) ≠ 0 := Nat.cast_ne_zero.mpr (NeZero.ne k)
  obtain ⟨n, hn⟩ := Nat.exists_eq_succ_of_ne_zero (NeZero.ne k)
  have hn' : n + 1 = k := hn.symm
  have hc : (n : ℝ) + 1 = k := by exact_mod_cast hn'
  have hkW : (k : ℝ) * (W / k) = W := by field_simp
  have hb : x ≤ a + ((n : ℝ) + 1) * (W / k) := by
    rw [hc, hkW]
    exact hx.2
  obtain ⟨i, hi, h⟩ := near_midpoint_of_row a (W / k) x hx.1 n hb
  have e : W / (2 * k) = W / k / 2 := by ring
  refine ⟨⟨i, by omega⟩, ?_⟩
  rw [e]
  exact h

/-- For every choice of `k ≥ 1` energy parameters, the quartic error is at least
`(W / (2 k)) ^ 4` somewhere in a window of width `W ≥ 0`. -/
theorem exists_large_error {k : ℕ} [NeZero k] (E : Fin k → ℝ) (a : ℝ) {W : ℝ}
    (hW : 0 ≤ W) : ∃ x ∈ Icc a (a + W), (W / (2 * k)) ^ 4 ≤ quarticError E x := by
  obtain ⟨x, hx, h⟩ := exists_far_energy E a hW
  refine ⟨x, hx, Finset.le_inf' _ _ fun i _ => ?_⟩
  have h4 := pow_le_pow_left₀ (by positivity) (h i) 4
  rwa [Even.pow_abs (by decide : Even 4)] at h4

/-- With the energy parameters at the midpoints of `k ≥ 1` equal panels, the maximal quartic
error over a window of width `W ≥ 0` is `(W / (2 k)) ^ 4`. -/
theorem midpoints_worst_error (a : ℝ) {W : ℝ} (hW : 0 ≤ W) (k : ℕ) [NeZero k] :
    IsGreatest (quarticError (panelMidpoint a W k) '' Icc a (a + W))
      ((W / (2 * k)) ^ 4) := by
  have hup : ∀ x ∈ Icc a (a + W),
      quarticError (panelMidpoint a W k) x ≤ (W / (2 * k)) ^ 4 := fun x hx =>
    (quarticError_le_iff _ x (by positivity)).mpr (midpoints_cover a W k hx)
  obtain ⟨x, hx, h⟩ := exists_large_error (panelMidpoint a W k) a hW
  refine ⟨⟨x, hx, le_antisymm (hup x hx) h⟩, ?_⟩
  rintro _ ⟨y, hy, rfl⟩
  exact hup y hy

/-- The least maximal quartic error that `k ≥ 1` energy parameters can achieve over a window
of width `W ≥ 0` is `(W / (2 k)) ^ 4`. -/
theorem optimal_worst_error (a : ℝ) {W : ℝ} (hW : 0 ≤ W) (k : ℕ) [NeZero k] :
    IsLeast (worstErrors a W k) ((W / (2 * k)) ^ 4) := by
  refine ⟨⟨panelMidpoint a W k, midpoints_worst_error a hW k⟩, ?_⟩
  rintro M ⟨E, hM⟩
  obtain ⟨x, hx, h⟩ := exists_large_error E a hW
  exact h.trans (hM.2 ⟨x, hx, rfl⟩)

/-- For a window of width `W ≥ 0`, the optimal maximal quartic error with `k ≥ 1` energy
parameters is sixteen times the optimal one with `2 k` parameters. -/
theorem doubling_gains_sixteen (a : ℝ) {W : ℝ} (hW : 0 ≤ W) (k : ℕ) [NeZero k]
    {M M' : ℝ} (hM : IsLeast (worstErrors a W k) M)
    (hM' : IsLeast (worstErrors a W (2 * k)) M') : M = 16 * M' := by
  rw [hM.unique (optimal_worst_error a hW k),
    hM'.unique (optimal_worst_error a hW (2 * k))]
  push_cast
  ring

/-- For `W ≥ 0` and `δ ≥ 0`, some choice of `k ≥ 1` energy parameters keeps the quartic error
at most `δ ^ 4` throughout the window `[a, a + W]` exactly when `W ≤ 2 k δ`. -/
theorem tolerance_iff (a : ℝ) {W δ : ℝ} (hW : 0 ≤ W) (hδ : 0 ≤ δ) (k : ℕ) [NeZero k] :
    (∃ E : Fin k → ℝ, ∀ x ∈ Icc a (a + W), quarticError E x ≤ δ ^ 4) ↔
      W ≤ 2 * k * δ := by
  have hk : (0 : ℝ) < 2 * k := by
    have h : (0 : ℝ) < k := Nat.cast_pos.mpr (Nat.pos_of_ne_zero (NeZero.ne k))
    linarith
  have hiff : W / (2 * k) ≤ δ ↔ W ≤ 2 * k * δ := by
    rw [div_le_iff₀ hk, mul_comm δ]
  rw [← hiff]
  constructor
  · rintro ⟨E, hE⟩
    obtain ⟨x, hx, h⟩ := exists_far_energy E a hW
    obtain ⟨i, hi⟩ := (quarticError_le_iff E x hδ).mp (hE x hx)
    exact (h i).trans hi
  · intro h
    refine ⟨panelMidpoint a W k, fun x hx => (quarticError_le_iff _ x hδ).mpr ?_⟩
    obtain ⟨i, hi⟩ := midpoints_cover a W k hx
    exact ⟨i, hi.trans h⟩

end

end LAPWEnergyWindows
```

```lean
#print axioms LAPWEnergyWindows.exists_worst_error
#print axioms LAPWEnergyWindows.midpoints_worst_error
#print axioms LAPWEnergyWindows.doubling_gains_sixteen
#print axioms LAPWEnergyWindows.tolerance_iff
```

```
'LAPWEnergyWindows.exists_worst_error' depends on axioms: [propext, Classical.choice, Quot.sound]
'LAPWEnergyWindows.midpoints_worst_error' depends on axioms: [propext, Classical.choice, Quot.sound]
'LAPWEnergyWindows.doubling_gains_sixteen' depends on axioms: [propext, Classical.choice, Quot.sound]
'LAPWEnergyWindows.tolerance_iff' depends on axioms: [propext, Classical.choice, Quot.sound]
```

## The optimum over all parameter sets

The window is \([a,a+W]\) with \(W\ge 0\), written `Icc a (a + W)`. The parameters \(E_0,\dots,E_{k-1}\) form a function `E : Fin k → ℝ`, and `NeZero k` says that \(k\ge 1\). They may coincide or lie outside the window. At energy \(x\), `quarticError E x` is

\[
q_E(x)=\min_i\,(x-E_i)^4 .
\]

`IsGreatest` says that a number is a value of \(q_E\) on the window and that no value there exceeds it. The set `worstErrors a W k` collects these maxima over all choices of \(E\). The main theorem, `optimal_worst_error`, states that its least element is \((W/(2k))^4\), and `midpoints_worst_error` states that the panel midpoints have exactly this maximum. By `exists_worst_error`, every choice of \(E\) has a maximum, because \(q_E\) is continuous and the window is compact; no choice is therefore left out of the comparison.

## The linearisation error behind the fourth power

In LAPW the radial function is expanded to first order in energy about a parameter \(E_i\). The leading error is of order \((x-E_i)^2\) in the wavefunction and of order \((x-E_i)^4\) in the band energy. The Lean code takes the fourth power as its starting point and does not derive it from the radial equation. The minimum over \(i\) stands for treating each state with its nearest parameter, as when \([a,a+W]\) is split into panels and each panel has its own LAPW calculation, with one parameter for the angular momentum considered. In LAPW practice such panels are themselves called energy windows. It does not describe local orbitals, which bring radial functions at several energies into one basis.

The prefactor, which depends on the potential, the angular momentum and the energy, is left out, as are higher orders and the coupling between basis functions. Within this leading-order model with a uniform prefactor, the result tells how many such panels a valence or semicore range needs to keep the factor \(q_E(x)\) at or below a given tolerance; a tolerance on the band energy itself also requires the prefactor.

## Edges force the error, midpoints limit it

Let \(h=W/k\) be the panel width, so that \(W/(2k)=h/2\).

**Distances in place of fourth powers.** For \(\delta\ge 0\), \((x-E_i)^4\le\delta^4\) is equivalent to \(|x-E_i|\le\delta\). A finite minimum is at most \(\delta^4\) exactly when one of its terms is, so \(q_E(x)\le\delta^4\) exactly when some parameter lies within \(\delta\) of \(x\). This is `quarticError_le_iff`.

**The lower bound.** Suppose that every energy in the window had a parameter closer than \(h/2\). This would hold at the edges \(x_j=a+jh\), \(j=0,\dots,k\). There are \(k+1\) edges and only \(k\) parameters, so two edges \(x_j\) and \(x_l\) with \(j<l\) would share some \(E_i\), and

\[
h\le (l-j)h=|x_l-x_j|\le |x_l-E_i|+|E_i-x_j|<\tfrac h2+\tfrac h2=h ,
\]

a contradiction. In `exists_far_energy`, `choose` assigns a parameter `f j` to each edge, `Fintype.exists_ne_map_eq_of_card_lt` is the pigeonhole step, and `key` is the displayed estimate, closed by `linarith`. Some \(x\) in the window thus has \(|x-E_i|\ge h/2\) for all \(i\). Taking fourth powers and then the minimum gives \(q_E(x)\ge(h/2)^4\), which is `exists_large_error`.

**The upper bound.** Panel \(i\), with \(i=0,\dots,k-1\), runs from \(a+ih\) to \(a+(i+1)h\), and its midpoint is \(a+(i+\tfrac12)h\). Any \(x\) in that panel is within \(h/2\) of the midpoint. The lemma `near_midpoint_of_row` finds the panel by induction on their number: either \(x\) lies in the earlier panels, or it lies in the last one. `midpoints_cover` applies this to the window, so the midpoints give \(q_E\le(h/2)^4\) throughout.

**The optimum.** For the midpoints the two bounds meet, and the maximum is \((h/2)^4\). For any other \(E\), the maximum is at least the value at the far energy, hence at least \((h/2)^4\).

## Doubling the parameters, or fixing a tolerance

Replacing \(k\) by \(2k\) halves the distance \(W/(2k)\), and

\[
\Bigl(\frac{W}{2k}\Bigr)^4=16\Bigl(\frac{W}{4k}\Bigr)^4 ,
\]

which is `doubling_gains_sixteen`. The factor compares the optimal placements for \(k\) and \(2k\) parameters.

For \(\delta\ge 0\), `tolerance_iff` says that some choice of \(k\) parameters keeps \(q_E\le\delta^4\) on the whole window exactly when \(W\le 2k\delta\). If a choice succeeds, the far energy has a parameter within \(\delta\), so \(W/(2k)\le\delta\); conversely, under this inequality the midpoints succeed.
